# Two-vector smoothing gives the full DIIS residual when the residuals are orthogonal

**Q:** To save memory, I keep one smoothed residual and replace it by the shortest vector on the line through it and the newest residual. For residuals 2, 2i, 1 in the complex plane this gives 2, then 1 + i, then 1. But −1·2 + 0·2i + 2·1 = 0, so full DIIS, which minimises the norm over all combinations with coefficients of sum one, reaches zero. Why trust smoothing at all?

**A:** Your third residual is not orthogonal to the first. Suppose r_0, …, r_n are pairwise orthogonal in a real inner product space, and set s_0 = r_0 and

s_{k+1} = s_k + t d, d = r_{k+1} − s_k,

with t chosen for least norm. Then nothing is lost.

First, for any real u,

‖s_{k+1} + u d‖² = ‖s_{k+1}‖² + 2u⟨s_{k+1}, d⟩ + u²‖d‖².

This is least at u = 0 exactly when ⟨s_{k+1}, d⟩ = 0. Inserting d, and then s_{k+1} = s_k + t d, gives

⟨s_{k+1}, r_{k+1}⟩ = ⟨s_{k+1}, s_k⟩ = ‖s_{k+1}‖². (1)

Second, s_k is a sum-one combination of r_0, …, r_k: each step multiplies the old coefficients by 1 − t and gives the new residual t. Hence s_k is orthogonal to every later residual.

Third, ⟨s_k, r_i⟩ = ‖s_k‖² for all i ≤ k. This is clear for k = 0. If it holds for k, then for i ≤ k

⟨s_{k+1}, r_i⟩ = (1 − t)‖s_k‖² = ⟨s_{k+1}, s_k⟩ = ‖s_{k+1}‖²,

because r_{k+1} is orthogonal to both r_i and s_k. The case i = k + 1 is (1).

Finally, let z = Σ c_i r_i with Σ c_i = 1, summed over i ≤ k. Then ⟨z, s_k⟩ = Σ c_i ‖s_k‖² = ‖s_k‖², and expanding ‖z − s_k‖² gives

‖z‖² = ‖s_k‖² + ‖z − s_k‖².

So s_k is the shortest such combination, and the only one of that length.

**Q:** Where could I go wrong in that?

**A:** By taking s_{k+1} to be orthogonal to s_k. It is orthogonal to the difference r_{k+1} − s_k; its overlap with s_k is ‖s_{k+1}‖².

**Q:** Now the formal version. What are the vectors, and what is a smoothing step?

**A:** `E` is any real inner product space, of finite or infinite dimension. Complex residuals fit if the inner product is the real part of the usual one and the coefficients stay real.

```lean
import Mathlib

open scoped InnerProductSpace
open Finset

namespace ResidualSmoothing

noncomputable section

variable {E : Type*} [NormedAddCommGroup E] [InnerProductSpace ℝ E]
```

`IsLineMin x y z` says that z lies on the line through x and y and has least norm there. The parameter t may be any real number.

```lean
/-- `z` is a point of least norm on the line `x + t (y - x)`. -/
def IsLineMin (x y z : E) : Prop :=
  (∃ t : ℝ, z = x + t • (y - x)) ∧ ∀ t : ℝ, ‖z‖ ≤ ‖x + t • (y - x)‖
```

`IsSmoothing` applies this for each k < n. The sequences are indexed by all natural numbers, but only entries up to n matter.

```lean
/-- Two-vector smoothing up to step `n`: `s 0 = r 0`, and `s (k+1)` has least norm on the line
through `s k` and the new residual `r (k+1)`. -/
def IsSmoothing (r s : ℕ → E) (n : ℕ) : Prop :=
  s 0 = r 0 ∧ ∀ k < n, IsLineMin (s k) (r (k + 1)) (s (k + 1))
```

**Q:** That describes a smoothed sequence without constructing one.

**A:** Yes, the theorems take `s` as given. By hand, existence is immediate, since every line has a shortest point.

**Q:** And is their DIIS my DIIS?

**A:** It is the constrained minimisation itself, with no Lagrange multiplier or matrix to invert. `range (k + 1)` means the indices 0, …, k. The name refers to the combined residual, not to the extrapolated iterate.

```lean
/-- `z` is a DIIS residual of `r 0, ..., r k`: a combination with coefficients of sum one
whose norm is least among all such combinations. -/
def IsDIIS (r : ℕ → E) (k : ℕ) (z : E) : Prop :=
  (∃ c : ℕ → ℝ, ∑ i ∈ range (k + 1), c i = 1 ∧ z = ∑ i ∈ range (k + 1), c i • r i) ∧
    ∀ c : ℕ → ℝ, ∑ i ∈ range (k + 1), c i = 1 → ‖z‖ ≤ ‖∑ i ∈ range (k + 1), c i • r i‖
```

Orthogonality is assumed, and zero residuals are allowed.

```lean
/-- The residuals `r 0, ..., r n` are pairwise orthogonal. -/
def OrthogonalUpTo (r : ℕ → E) (n : ℕ) : Prop :=
  ∀ i ≤ n, ∀ j ≤ n, i ≠ j → ⟪r i, r j⟫_ℝ = 0
```

**Q:** How does the proof begin?

**A:** With the quadratic along a line.

```lean
/-- The squared norm along a line through `z` with direction `d` is quadratic in the step `u`. -/
lemma norm_add_smul_sq (z d : E) (u : ℝ) :
    ‖z + u • d‖ ^ 2 = ‖z‖ ^ 2 + 2 * u * ⟪z, d⟫_ℝ + u ^ 2 * ‖d‖ ^ 2 := by
  rw [norm_add_sq_real, real_inner_smul_right, norm_smul, mul_pow, Real.norm_eq_abs, sq_abs]
  ring
```

Then comes the orthogonality criterion. Where I minimised at u = 0, Lean notes that a quadratic which is never negative has discriminant at most zero; with no constant term, this forces the linear coefficient to vanish. The converse drops a nonnegative square.

```lean
/-- A point of a line has least norm exactly when it is orthogonal to the line's direction. -/
theorem isLineMin_iff {x y z : E} :
    IsLineMin x y z ↔ (∃ t : ℝ, z = x + t • (y - x)) ∧ ⟪z, y - x⟫_ℝ = 0 := by
  constructor
  · rintro ⟨⟨t, ht⟩, hmin⟩
    refine ⟨⟨t, ht⟩, ?_⟩
    -- a nonnegative quadratic without constant term has no linear term
    have hq : ∀ u : ℝ, 0 ≤ ‖y - x‖ ^ 2 * (u * u) + (2 * ⟪z, y - x⟫_ℝ) * u + 0 := by
      intro u
      have h1 : x + (t + u) • (y - x) = z + u • (y - x) := by
        rw [ht]; module
      have h2 := hmin (t + u)
      rw [h1] at h2
      have h3 := pow_le_pow_left₀ (norm_nonneg z) h2 2
      rw [norm_add_smul_sq] at h3
      linarith
    have hd := discrim_le_zero hq
    unfold discrim at hd
    nlinarith [sq_nonneg ⟪z, y - x⟫_ℝ]
  · rintro ⟨⟨t, ht⟩, h0⟩
    refine ⟨⟨t, ht⟩, fun u => ?_⟩
    have h1 : x + u • (y - x) = z + (u - t) • (y - x) := by
      rw [ht]; module
    apply (sq_le_sq₀ (norm_nonneg _) (norm_nonneg _)).1
    rw [h1, norm_add_smul_sq, h0]
    nlinarith [mul_nonneg (sq_nonneg (u - t)) (sq_nonneg ‖y - x‖)]
```

Orthogonality to later residuals is proved by its own induction, directly from the recursion.

```lean
variable {r s : ℕ → E} {n k : ℕ}

/-- For orthogonal residuals, the smoothed residual is orthogonal to every later residual. -/
theorem inner_later (hs : IsSmoothing r s n) (hr : OrthogonalUpTo r n) {j : ℕ}
    (hkj : k < j) (hj : j ≤ n) : ⟪s k, r j⟫_ℝ = 0 := by
  induction k with
  | zero => rw [hs.1]; exact hr 0 (by omega) j hj (by omega)
  | succ k ih =>
    obtain ⟨⟨t, ht⟩, -⟩ := hs.2 k (by omega)
    rw [ht, inner_add_left, real_inner_smul_left, inner_sub_left, ih (by omega),
      hr (k + 1) (by omega) j hj (by omega)]
    ring
```

Next is the equal-overlap property. `h2` is the second equality in (1), and the case split separates the newest residual from the older ones.

```lean
/-- For orthogonal residuals, `s k` has the same overlap `‖s k‖²` with each of
`r 0, ..., r k`. -/
theorem inner_earlier (hs : IsSmoothing r s n) (hr : OrthogonalUpTo r n) {i : ℕ}
    (hk : k ≤ n) (hi : i ≤ k) : ⟪s k, r i⟫_ℝ = ‖s k‖ ^ 2 := by
  induction k with
  | zero =>
    obtain rfl : i = 0 := by omega
    rw [hs.1, real_inner_self_eq_norm_sq]
  | succ k ih =>
    obtain ⟨⟨t, ht⟩, ho⟩ := isLineMin_iff.1 (hs.2 k (by omega))
    have h2 : ‖s (k + 1)‖ ^ 2 = ⟪s (k + 1), s k⟫_ℝ := by
      calc ‖s (k + 1)‖ ^ 2 = ⟪s (k + 1), s k + t • (r (k + 1) - s k)⟫_ℝ := by
            rw [← ht, real_inner_self_eq_norm_sq]
        _ = ⟪s (k + 1), s k⟫_ℝ := by
            rw [inner_add_right, real_inner_smul_right, ho]; ring
    rcases Nat.eq_or_lt_of_le hi with h | h
    · rw [inner_sub_right] at ho
      rw [h, h2]
      linarith
    · -- an older residual sees only the part of `s (k+1)` along `s k`
      have h3 : ⟪r (k + 1), s k⟫_ℝ = 0 := by
        rw [real_inner_comm]; exact inner_later hs hr (by omega) hk
      rw [h2, ht]
      simp only [inner_add_left, real_inner_smul_left, inner_sub_left]
      rw [ih (by omega) (by omega), hr (k + 1) hk i (by omega) (by omega), h3,
        real_inner_self_eq_norm_sq]
```

The coefficients follow the (1 − t, t) rule.

```lean
/-- Each smoothed residual is a combination of `r 0, ..., r k` with coefficients of sum one. -/
theorem exists_coeff (hs : IsSmoothing r s n) (hk : k ≤ n) :
    ∃ c : ℕ → ℝ, ∑ i ∈ range (k + 1), c i = 1 ∧ s k = ∑ i ∈ range (k + 1), c i • r i := by
  induction k with
  | zero => exact ⟨fun _ => 1, by simp, by simp [hs.1]⟩
  | succ k ih =>
    obtain ⟨c, hc, hsc⟩ := ih (by omega)
    obtain ⟨⟨t, ht⟩, -⟩ := hs.2 k (by omega)
    -- old coefficients are scaled by `1 - t`, the new residual gets `t`
    obtain ⟨d, hd, hd'⟩ : ∃ d : ℕ → ℝ, d (k + 1) = t ∧
        ∀ i ∈ range (k + 1), d i = (1 - t) * c i :=
      ⟨fun i => if i = k + 1 then t else (1 - t) * c i, if_pos rfl,
        fun i hi => if_neg (mem_range.1 hi).ne⟩
    have e1 : ∑ i ∈ range (k + 1), d i = 1 - t := by
      rw [sum_congr rfl hd', ← mul_sum, hc, mul_one]
    have e2 : ∑ i ∈ range (k + 1), d i • r i = (1 - t) • s k := by
      rw [hsc, smul_sum]
      exact sum_congr rfl fun i hi => by rw [hd' i hi, mul_smul]
    refine ⟨d, ?_, ?_⟩
    · rw [sum_range_succ, e1, hd]; ring
    · rw [ht, sum_range_succ, e2, hd]; module
```

The Pythagorean identity uses the equal overlaps to evaluate ⟨z, s_k⟩.

```lean
/-- For orthogonal residuals, the squared norm of any sum-one combination exceeds that of `s k`
by its squared distance from `s k`. -/
theorem norm_sq_combination (hs : IsSmoothing r s n) (hr : OrthogonalUpTo r n) (hk : k ≤ n)
    (c : ℕ → ℝ) (hc : ∑ i ∈ range (k + 1), c i = 1) :
    ‖∑ i ∈ range (k + 1), c i • r i‖ ^ 2 =
      ‖s k‖ ^ 2 + ‖(∑ i ∈ range (k + 1), c i • r i) - s k‖ ^ 2 := by
  have hin : ⟪∑ i ∈ range (k + 1), c i • r i, s k⟫_ℝ = ‖s k‖ ^ 2 := by
    rw [real_inner_comm, inner_sum]
    calc ∑ i ∈ range (k + 1), ⟪s k, c i • r i⟫_ℝ
        = ∑ i ∈ range (k + 1), c i * ‖s k‖ ^ 2 := sum_congr rfl fun i hi => by
          rw [real_inner_smul_right,
            inner_earlier hs hr hk (Nat.lt_succ_iff.1 (mem_range.1 hi))]
      _ = ‖s k‖ ^ 2 := by rw [← sum_mul, hc, one_mul]
  rw [norm_sub_sq_real, hin]
  ring
```

**Q:** Which statement answers my doubt?

**A:** The next one. For every k ≤ n, a vector is a DIIS residual of r_0, …, r_k if and only if it equals `s k`. Left to right, the identity forces ‖z − s_k‖² = 0; right to left, it gives minimality. The vector is unique, though its coefficients are not if two of the residuals are zero.

```lean
/-- Two-vector smoothing reproduces full DIIS: for pairwise orthogonal residuals, `s k` is the
one and only DIIS residual of `r 0, ..., r k`. -/
theorem isDIIS_iff_eq_smoothing (hs : IsSmoothing r s n) (hr : OrthogonalUpTo r n)
    (hk : k ≤ n) (z : E) : IsDIIS r k z ↔ z = s k := by
  obtain ⟨a, ha, hsa⟩ := exists_coeff hs hk
  constructor
  · rintro ⟨⟨c, hc, hz⟩, hmin⟩
    have h1 := hmin a ha
    rw [← hsa] at h1
    have h2 := pow_le_pow_left₀ (norm_nonneg z) h1 2
    have h3 := norm_sq_combination hs hr hk c hc
    rw [← hz] at h3
    have h4 : ‖z - s k‖ ^ 2 = 0 := le_antisymm (by linarith) (sq_nonneg _)
    exact sub_eq_zero.1 (norm_eq_zero.1 (pow_eq_zero_iff two_ne_zero |>.1 h4))
  · rintro rfl
    refine ⟨⟨a, ha, hsa⟩, fun c hc => ?_⟩
    apply (sq_le_sq₀ (norm_nonneg _) (norm_nonneg _)).1
    rw [norm_sq_combination hs hr hk c hc]
    exact le_add_of_nonneg_right (sq_nonneg _)
```

**Q:** Can I read off the coefficients?

**A:** If all residuals are nonzero, yes. Taking the overlap of s_k = Σ c_i r_i with r_i gives c_i‖r_i‖² = ‖s_k‖², so c_i = ‖s_k‖²/‖r_i‖². Since the c_i sum to one,

‖s_k‖² Σ 1/‖r_i‖² = 1.

Short residuals get large weights.

```lean
/-- For nonzero orthogonal residuals, inverse squared norms add up under smoothing, and `r i`
enters `s k` with weight `‖s k‖² / ‖r i‖²`. -/
theorem smoothing_weights (hs : IsSmoothing r s n) (hr : OrthogonalUpTo r n)
    (h0 : ∀ i ≤ n, r i ≠ 0) (hk : k ≤ n) :
    ‖s k‖ ^ 2 * ∑ i ∈ range (k + 1), 1 / ‖r i‖ ^ 2 = 1 ∧
      s k = ∑ i ∈ range (k + 1), (‖s k‖ ^ 2 / ‖r i‖ ^ 2) • r i := by
  obtain ⟨c, hc, hsc⟩ := exists_coeff hs hk
  have key : ∀ i ∈ range (k + 1), c i = ‖s k‖ ^ 2 / ‖r i‖ ^ 2 := by
    intro i hi
    have hik : i ≤ k := Nat.lt_succ_iff.1 (mem_range.1 hi)
    -- the overlap with `r i` picks out its coefficient
    have h2 : ⟪s k, r i⟫_ℝ = c i * ‖r i‖ ^ 2 := by
      rw [hsc, sum_inner, sum_eq_single_of_mem i hi, real_inner_smul_left,
        real_inner_self_eq_norm_sq]
      intro j hj hji
      have hjk := mem_range.1 hj
      rw [real_inner_smul_left, hr j (by omega) i (by omega) hji, mul_zero]
    rw [eq_div_iff (pow_ne_zero 2 (norm_ne_zero_iff.2 (h0 i (by omega)))), ← h2,
      inner_earlier hs hr hk hik]
  constructor
  · rw [mul_sum]
    refine Eq.trans (sum_congr rfl fun i hi => ?_) hc
    rw [key i hi, mul_one_div]
  · exact hsc.trans (sum_congr rfl fun i hi => by rw [key i hi])
```

**Q:** Is there a concrete case?

**A:** Your first two residuals. They have squared norm 4 each, the weights are 1/2 and 1/2, and the smoothed vector 1 + i has squared norm 2.

```lean
/-- Residuals `2`, `2i` in the complex plane (the last one repeated). -/
def planeR : ℕ → ℂ
  | 0 => 2
  | _ => 2 * Complex.I

/-- The vectors `2`, `1 + i` in the complex plane (the last one repeated). -/
def planeS : ℕ → ℂ
  | 0 => 2
  | _ => 1 + Complex.I
```

The theorem below confirms that they meet all the hypotheses for n = 1.

```lean
/-- The first two plane residuals are nonzero and orthogonal, and `planeS` smooths them. -/
theorem plane_witness : OrthogonalUpTo planeR 1 ∧ (∀ i ≤ 1, planeR i ≠ 0) ∧
    IsSmoothing planeR planeS 1 := by
  refine ⟨fun i hi j hj hij => ?_, fun i hi => ?_, rfl, fun k hk => ?_⟩
  · interval_cases i <;> interval_cases j <;> simp_all [planeR, Complex.inner]
  · interval_cases i <;> simp [planeR]
  · obtain rfl : k = 0 := by omega
    change IsLineMin (2 : ℂ) (2 * Complex.I) (1 + Complex.I)
    -- the midpoint is orthogonal to the line
    refine isLineMin_iff.2 ⟨⟨1 / 2, ?_⟩, ?_⟩
    · apply Complex.ext <;> norm_num
    · norm_num [Complex.inner]

end

end ResidualSmoothing
```

```lean
#print axioms ResidualSmoothing.isDIIS_iff_eq_smoothing
#print axioms ResidualSmoothing.smoothing_weights
```

```
'ResidualSmoothing.isDIIS_iff_eq_smoothing' depends on axioms: [propext, Classical.choice, Quot.sound]
'ResidualSmoothing.smoothing_weights' depends on axioms: [propext, Classical.choice, Quot.sound]
```

**Q:** Where would I meet orthogonal residuals in a calculation?

**A:** In unpreconditioned conjugate gradients for a linear system A x = b with A symmetric positive definite, such as a static response equation at a stable ground state; without rounding, the residuals r_k = b − A x_k are orthogonal. Beside x_k you carry a smoothed iterate y_k and its residual s_k, starting from y_0 = x_0. After each step, as long as s_k is nonzero,

t = ‖s_k‖² / (‖s_k‖² + ‖r_{k+1}‖²),

y_{k+1} = y_k + t (x_{k+1} − y_k),

and s_k is updated with the same t. Two extra vectors replace the stored history.

**Q:** And in a self-consistent field iteration?

**A:** There the residuals are in general not orthogonal, so the theorem does not apply. There is also a step that its hypotheses leave open even when they are: reading s_k as the residual at y_k. That holds when the residual is an affine function of the iterate, as b − A x is; for a nonlinear residual it is an approximation.
